# An even number of electrons in one $l$ shell has equal greatest $M_J$ and $M_L$

Put two electrons in a p shell, where $m_l$ can be $1$, $0$ or $-1$. If both occupy $m_l=1$, their spins must be opposite, and the total of $m_l+m_s$ is $2+0=2$. If the spins are both up, the exclusion principle moves one electron to $m_l=0$ or lower, and the best total is $(1+0)+1=2$ again. Alignment gains one unit of spin projection and loses one unit of orbital projection.

The general question is how large the total angular momentum $J$ can be for electrons in one shell. For $2q$ electrons with $q\le 2l+1$, the greatest total projection $M_J=\sum(m_l+m_s)$ is

$$q(2l+1-q),$$

and the greatest $M_L=\sum m_l$ is the same number. All projections are in units of $\hbar$. The letter $q$ counts pairs, so it is half the electron number.

The step from $M_J$ to $J$ is standard angular momentum theory and is assumed here: Slater determinants built from the spin orbitals are eigenstates of $J_z$ and span the states of the shell, and every multiplet contains a state with $M_J=J$. The greatest $J$ is therefore the greatest $M_J$, and likewise for $L$. For a single shell with no excitations to others, the result fixes the highest non-empty $M_J$ block of a configuration-interaction matrix.

## Distinct spin orbitals of one shell

The first hypothesis is the Pauli principle: no spin orbital holds two electrons. In Lean a spin orbital is a pair of an integer $m_l$ and a Boolean, and `spin` turns the Boolean into $m_s=\pm\tfrac12$.

```lean
import Mathlib

open Finset

namespace MaximalShellMomentum

/-- The spin projection `m_s`: `1/2` for spin up (`true`), `-1/2` for spin down (`false`). -/
def spin (b : Bool) : ℚ := if b then 1 / 2 else -1 / 2

/-- The spin orbitals `(m_l, spin)` of an `l` shell, with `-l ≤ m_l ≤ l`. -/
noncomputable def shell (l : ℕ) : Finset (ℤ × Bool) := Icc (-(l : ℤ)) l ×ˢ univ
```

What `shell l` describes is often called a subshell: the spin orbitals with one principal quantum number and one $l$. The principal quantum number is the same for all of them, so the model leaves it out.

```lean
/-- The configurations of `n` electrons: sets of `n` distinct spin orbitals of the shell. -/
def configs (l n : ℕ) : Set (Finset (ℤ × Bool)) := {S | S ⊆ shell l ∧ S.card = n}
```

An element of `configs l n` is a set of $n$ occupied spin orbitals. Textbooks would call this a microstate or a determinant, and keep "configuration" for a label such as p². Because a set has no repeated elements, exclusion is built into the type.

The three totals are rational sums over the occupied spin orbitals.

```lean
/-- The total orbital projection `M_L` of a configuration. -/
def ML (S : Finset (ℤ × Bool)) : ℚ := ∑ x ∈ S, (x.1 : ℚ)

/-- The total spin projection `M_S` of a configuration. -/
def MS (S : Finset (ℤ × Bool)) : ℚ := ∑ x ∈ S, spin x.2

/-- The total angular momentum projection `M_J`, the sum of `m_l + m_s` over the electrons. -/
def MJ (S : Finset (ℤ × Bool)) : ℚ := ∑ x ∈ S, ((x.1 : ℚ) + spin x.2)
```

The candidate for the maximum fills the top $q$ orbitals, $m_l=l,\,l-1,\dots,l-q+1$, with two electrons each.

```lean
/-- Both spin states of every orbital with `l - q < m_l ≤ l`. -/
noncomputable def paired (l q : ℕ) : Finset (ℤ × Bool) := Ioc ((l : ℤ) - q) l ×ˢ univ
```

The shell has $2l+1$ orbitals with two spin states each, hence $4l+2$ places.

```lean
/-- An `l` shell has `4l + 2` spin orbitals. -/
theorem card_shell (l : ℕ) : (shell l).card = 4 * l + 2 := by
  unfold shell
  rw [card_product, Int.card_Icc, card_univ, Fintype.card_bool]
  omega
```

Without exclusion the result fails already for two p electrons: both could sit in $m_l=1$ with spin up, giving $M_J=3$ instead of $2$.

## One threshold between occupied and empty

Let $f$ be any one-electron quantity, and let $A$ be a set of $n$ occupied spin orbitals. Suppose there is a number $t$ with $f\ge t$ on every occupied spin orbital and $f\le t$ on every empty one. Compare $A$ with any other set $S$ of $n$ spin orbitals. The common part cancels:

$$\sum_S f-\sum_A f=\sum_{S\setminus A} f-\sum_{A\setminus S} f\le |S\setminus A|\,t-|A\setminus S|\,t=0.$$

The last equality holds because both differences have $n-|S\cap A|$ elements. So $A$ has the greatest total.

The Lean statement uses `IsGreatest (… '' configs l n) v`, where `''` forms the set of values taken over all configurations. It says that $v$ is one of these values and that none of them is larger. The two conditions on $t$ are `hocc` and `hemp`.

```lean
/-- Filling principle: if a one-electron quantity `f` is at least `t` on all occupied spin
orbitals and at most `t` on all empty ones, the configuration has the greatest total `f`
for its number of electrons. -/
theorem filling_isGreatest {l n : ℕ} (f : ℤ × Bool → ℚ) (t : ℚ) {A : Finset (ℤ × Bool)}
    (hA : A ∈ configs l n) (hocc : ∀ x ∈ A, t ≤ f x)
    (hemp : ∀ x ∈ shell l, x ∉ A → f x ≤ t) :
    IsGreatest ((fun S => ∑ x ∈ S, f x) '' configs l n) (∑ x ∈ A, f x) := by
  refine ⟨⟨A, hA, rfl⟩, ?_⟩
  rintro _ ⟨S, hS, rfl⟩
  -- electrons outside `A` contribute at most `t` each, those they replace at least `t`
  have h1 : ∑ x ∈ S \ A, f x ≤ (S \ A).card • t :=
    sum_le_card_nsmul _ _ _ fun x hx =>
      hemp x (hS.1 (mem_sdiff.1 hx).1) (mem_sdiff.1 hx).2
  have h2 : (A \ S).card • t ≤ ∑ x ∈ A \ S, f x :=
    card_nsmul_le_sum _ _ _ fun x hx => hocc x (mem_sdiff.1 hx).1
  have c1 := card_sdiff_add_card_inter S A
  have c2 := card_sdiff_add_card_inter A S
  have s1 := sum_inter_add_sum_sdiff S A f
  have s2 := sum_inter_add_sum_sdiff A S f
  rw [inter_comm A S] at c2 s2
  have hc : (S \ A).card = (A \ S).card := by
    have a1 := hS.2
    have a2 := hA.2
    omega
  rw [hc] at h1
  show ∑ x ∈ S, f x ≤ ∑ x ∈ A, f x
  linarith
```

In the proof, `h1` and `h2` are the two estimates by $t$, `hc` is the equality of the two counts, and `linarith` combines them with the splittings `s1` and `s2`.

The condition on the empty spin orbitals does real work. One p electron in $m_l=0$ satisfies `hocc` for $f=m_l$ and $t=0$, but its total $0$ is below the available $1$.

## No more electrons than places

The hypothesis $q\le 2l+1$ says that $2q$ electrons fit into $4l+2$ places. By hand it is used once: the lowest orbital of the paired configuration, $m_l=l-q+1$, must not lie below $-l$. The Lean proof uses it in the same place, to show that `paired l q` lies inside the shell.

```lean
/-- For `q ≤ 2l + 1`, doubly occupying the top `q` orbitals is a configuration of
`2q` electrons. -/
theorem paired_mem {l q : ℕ} (hq : q ≤ 2 * l + 1) : paired l q ∈ configs l (2 * q) := by
  constructor
  · intro x hx
    simp only [paired, shell, mem_product, mem_Ioc, mem_Icc, mem_univ, and_true] at hx ⊢
    omega
  · unfold paired
    rw [card_product, Int.card_Ioc, card_univ, Fintype.card_bool]
    omega
```

If $q>2l+1$, there is no configuration at all and hence no greatest value. Four electrons in an s shell are an example: the formula would return $-2$, which belongs to no state.

The totals of the paired configuration follow from an arithmetic series:

$$M_L=2\sum_{k=0}^{q-1}(l-k)=2ql-q(q-1)=q(2l+1-q).$$

Each orbital contributes $\tfrac12-\tfrac12=0$ to the spin, so $M_S=0$ and $M_J=M_L$.

```lean
/-- The paired configuration has `M_L = q(2l + 1 - q)` and `M_S = 0`. -/
theorem paired_totals (l q : ℕ) :
    ML (paired l q) = q * (2 * l + 1 - q) ∧ MS (paired l q) = 0 := by
  constructor
  · have key : ∑ m ∈ Ioc ((l : ℤ) - q) l, (m : ℚ) * 2 = q * (2 * l + 1 - q) := by
      induction q with
      | zero => simp
      | succ n ih =>
        have h : Ioc ((l : ℤ) - (n + 1 : ℕ)) l
            = insert ((l : ℤ) - n) (Ioc ((l : ℤ) - n) l) := by
          ext m
          simp only [mem_insert, mem_Ioc]
          omega
        rw [h, sum_insert (by simp), ih]
        push_cast
        ring
    rw [← key]
    unfold ML paired
    rw [sum_product]
    refine sum_congr rfl fun m _ => ?_
    simp only [Fintype.sum_bool]
    ring
  · unfold MS paired
    rw [sum_product]
    refine sum_eq_zero fun m _ => ?_
    simp only [Fintype.sum_bool]
    norm_num [spin]
```

Lean obtains the series by induction on $q$. Going from $n$ to $n+1$ pairs adds the orbital $l-n$ twice, and `ring` confirms that

$$n(2l+1-n)+2(l-n)=(n+1)(2l-n).$$

The spin sum vanishes orbital by orbital.

## Spin projections no larger than one half

It remains to find a threshold for the paired configuration. Its occupied orbitals have $m_l\ge l-q+1$ and the empty ones have $m_l\le l-q$.

```lean
/-- Orbitals in the paired configuration have `m_l ≥ l - q + 1`; the other orbitals of the
shell have `m_l ≤ l - q`. -/
theorem paired_bounds (l q : ℕ) : (∀ x ∈ paired l q, (l : ℚ) - q + 1 ≤ x.1) ∧
    ∀ x ∈ shell l, x ∉ paired l q → (x.1 : ℚ) ≤ l - q := by
  constructor
  · intro x hx
    simp only [paired, mem_product, mem_Ioc, mem_univ, and_true] at hx
    have h : (l : ℤ) - q + 1 ≤ x.1 := by omega
    exact_mod_cast h
  · intro x hx hn
    simp only [paired, shell, mem_product, mem_Ioc, mem_Icc, mem_univ, and_true] at hx hn
    have h : x.1 ≤ (l : ℤ) - q := by omega
    exact_mod_cast h
```

The electron's spin of one half enters through $-\tfrac12\le m_s\le\tfrac12$.

```lean
/-- A single spin projection lies between `-1/2` and `1/2`. -/
theorem spin_bounds (b : Bool) : -1 / 2 ≤ spin b ∧ spin b ≤ 1 / 2 := by
  cases b <;> norm_num [spin]
```

For occupied spin orbitals this gives

$$m_l+m_s\ge (l-q+1)-\tfrac12=l-q+\tfrac12,$$

and for empty ones

$$m_l+m_s\le (l-q)+\tfrac12=l-q+\tfrac12.$$

The two bounds meet at $t=l-q+\tfrac12$, so the paired configuration has the greatest $M_J$. For $M_L$ the threshold $t=l-q$ serves.

The size of the spin matters. If the two projections were $\pm\sigma$ with $\sigma>\tfrac12$, the aligned p pair of the opening would reach $1+2\sigma$, which exceeds the paired value $2$.

## An even number of electrons

With $2q$ electrons the top $q$ orbitals can be filled completely, and no spin is left over. This is where evenness enters the derivation; in Lean it is the argument `2 * q` of `configs`.

```lean
/-- For `2q` electrons in an `l` shell, `q ≤ 2l + 1`, the greatest `M_J` is `q(2l + 1 - q)`,
and the greatest `M_L` is the same number. -/
theorem greatest_MJ_even {l q : ℕ} (hq : q ≤ 2 * l + 1) :
    IsGreatest (MJ '' configs l (2 * q)) (q * (2 * l + 1 - q)) ∧
    IsGreatest (ML '' configs l (2 * q)) (q * (2 * l + 1 - q)) := by
  obtain ⟨hin, hout⟩ := paired_bounds l q
  obtain ⟨hL, hS⟩ := paired_totals l q
  constructor
  · -- the threshold `l - q + 1/2` separates occupied from empty spin orbitals
    have h : IsGreatest (MJ '' configs l (2 * q)) (MJ (paired l q)) :=
      filling_isGreatest (fun x => (x.1 : ℚ) + spin x.2) ((l : ℚ) - q + 1 / 2)
        (paired_mem hq)
        (fun x hx => by linarith [hin x hx, (spin_bounds x.2).1])
        (fun x hx hn => by linarith [hout x hx hn, (spin_bounds x.2).2])
    have e : MJ (paired l q) = ML (paired l q) + MS (paired l q) := sum_add_distrib
    rwa [e, hL, hS, add_zero] at h
  · have h : IsGreatest (ML '' configs l (2 * q)) (ML (paired l q)) :=
      filling_isGreatest (fun x => (x.1 : ℚ)) ((l : ℚ) - q) (paired_mem hq)
        (fun x hx => by linarith [hin x hx]) hout
    rwa [hL] at h
```

Read in words: for natural numbers $l$ and $q$ with $q\le 2l+1$, some set of $2q$ spin orbitals has $M_J=q(2l+1-q)$ and none has more, and the same holds for $M_L$. The subtraction takes place in the rational numbers. The cases $q=0$ and $q=2l+1$, the empty and the full shell, both give $0$.

Each half of the proof applies `filling_isGreatest` to the paired configuration with the threshold found above. For $M_J$ the inequalities are closed by `linarith` from `paired_bounds` and `spin_bounds`. For $M_L$ the bound on the occupied spin orbitals follows by `linarith` from `paired_bounds`, and the bound on the empty ones is the second part of `paired_bounds` itself. The equation `e` splits $M_J$ into $M_L+M_S$, and `paired_totals` supplies the values.

Since the maximum is reached with $M_S=0$, aligning spins cannot raise the greatest $J$ of an even-electron shell above its greatest $L$. For two f electrons, $l=3$ and $q=1$, both are $6$. No energy enters, so nothing follows about which $J$ lies lowest.

For an odd number of electrons the equality fails. A single s electron has greatest $M_L=0$ and greatest $M_J=\tfrac12$. The same argument settles the general odd case. Take $2q+1$ electrons with $q\le 2l$, fill the top $q$ orbitals, and put the last electron into $m_l=l-q$ with spin up. The bound on $q$ ensures that this orbital exists. The last electron contributes $l-q+\tfrac12$ to $M_J$, exactly the old threshold, so the filling condition still holds. For $M_L$ it contributes $l-q$, again exactly the threshold. The greatest values are therefore

$$M_L=q(2l+1-q)+(l-q),\qquad M_J=M_L+\tfrac12.$$

```lean
/-- For `2q + 1` electrons in an `l` shell, `q ≤ 2l`, the greatest `M_L` is
`q(2l + 1 - q) + (l - q)`, and the greatest `M_J` is larger by exactly `1/2`. -/
theorem greatest_MJ_odd {l q : ℕ} (hq : q ≤ 2 * l) :
    IsGreatest (MJ '' configs l (2 * q + 1)) (q * (2 * l + 1 - q) + (l - q) + 1 / 2) ∧
    IsGreatest (ML '' configs l (2 * q + 1)) (q * (2 * l + 1 - q) + (l - q)) := by
  obtain ⟨hin, hout⟩ := paired_bounds l q
  obtain ⟨hL, hS⟩ := paired_totals l q
  have hp := paired_mem (l := l) (q := q) (by omega)
  have hn : ((l : ℤ) - q, true) ∉ paired l q := by simp [paired]
  -- the odd electron enters the next orbital with spin up
  have hA : insert ((l : ℤ) - q, true) (paired l q) ∈ configs l (2 * q + 1) := by
    refine ⟨insert_subset ?_ hp.1, by rw [card_insert_of_notMem hn, hp.2]⟩
    simp only [shell, mem_product, mem_Icc, mem_univ, and_true]
    omega
  have eL : ML (insert ((l : ℤ) - q, true) (paired l q))
      = q * (2 * l + 1 - q) + (l - q) := by
    have h : ML (insert ((l : ℤ) - q, true) (paired l q))
        = (((l : ℤ) - q : ℤ) : ℚ) + ML (paired l q) := sum_insert hn
    rw [h, hL]
    push_cast
    ring
  have eS : MS (insert ((l : ℤ) - q, true) (paired l q)) = 1 / 2 := by
    have h : MS (insert ((l : ℤ) - q, true) (paired l q))
        = spin true + MS (paired l q) := sum_insert hn
    rw [h, hS]
    norm_num [spin]
  constructor
  · have h : IsGreatest (MJ '' configs l (2 * q + 1))
        (MJ (insert ((l : ℤ) - q, true) (paired l q))) := by
      refine filling_isGreatest (fun x => (x.1 : ℚ) + spin x.2) ((l : ℚ) - q + 1 / 2) hA
        (fun x hx => ?_) (fun x hx hn => ?_)
      · rcases mem_insert.1 hx with rfl | hx
        · norm_num [spin]
        · linarith [hin x hx, (spin_bounds x.2).1]
      · linarith [hout x hx fun h => hn (mem_insert_of_mem h), (spin_bounds x.2).2]
    have e : MJ (insert ((l : ℤ) - q, true) (paired l q)) = ML _ + MS _ := sum_add_distrib
    rwa [e, eL, eS] at h
  · have h : IsGreatest (ML '' configs l (2 * q + 1))
        (ML (insert ((l : ℤ) - q, true) (paired l q))) := by
      refine filling_isGreatest (fun x => (x.1 : ℚ)) ((l : ℚ) - q) hA
        (fun x hx => ?_) (fun x hx hn => hout x hx fun h => hn (mem_insert_of_mem h))
      rcases mem_insert.1 hx with rfl | hx
      · simp
      · linarith [hin x hx]
    rwa [eL] at h

end MaximalShellMomentum
```

The proof adds the spin orbital $(l-q,\text{up})$ to the paired set with `insert`. The facts `eL` and `eS` compute the new totals, and the filling principle is applied with the same two thresholds. For the occupied spin orbitals, `rcases` treats the added electron separately from the paired ones.

```lean
#print axioms MaximalShellMomentum.card_shell
-- 'MaximalShellMomentum.card_shell' depends on axioms: [propext, Classical.choice, Quot.sound]
#print axioms MaximalShellMomentum.greatest_MJ_even
-- 'MaximalShellMomentum.greatest_MJ_even' depends on axioms: [propext, Classical.choice, Quot.sound]
#print axioms MaximalShellMomentum.greatest_MJ_odd
-- 'MaximalShellMomentum.greatest_MJ_odd' depends on axioms: [propext, Classical.choice, Quot.sound]
```
